# The lowest energy after adding one orthogonal wavelet lies between two two-level energies

A one-particle calculation in a wavelet basis has produced a lowest energy and its state, and one further wavelet is a candidate for the basis: how far can it lower the energy? For a fixed real symmetric Hamiltonian on a finite-dimensional space and a wavelet orthogonal to the present basis, two \(2\times2\) problems bracket the new lowest energy.

```lean
import Mathlib

open scoped InnerProductSpace

namespace WaveletEnrichment

variable {F : Type*} [NormedAddCommGroup F] [InnerProductSpace ℝ F]

/-- `ε` is the lowest energy of `H` on the subspace `U`: the least expectation value
over unit vectors of `U`. -/
def IsLowestEnergy (H : F →ₗ[ℝ] F) (U : Submodule ℝ F) (ε : ℝ) : Prop :=
  IsLeast {r | ∃ x ∈ U, ‖x‖ = 1 ∧ ⟪x, H x⟫_ℝ = r} ε

/-- The lower level of a two-level system with diagonal energies `E`, `D` and coupling `t`. -/
noncomputable def lowerLevel (E D t : ℝ) : ℝ :=
  (E + D) / 2 - √((D - E) ^ 2 / 4 + t ^ 2)

/-- The lower level is at most each of the diagonal energies and solves the secular equation. -/
theorem lowerLevel_secular (E D t : ℝ) :
    0 ≤ E - lowerLevel E D t ∧ 0 ≤ D - lowerLevel E D t ∧
      (E - lowerLevel E D t) * (D - lowerLevel E D t) = t ^ 2 := by
  unfold lowerLevel
  have hs : √((D - E) ^ 2 / 4 + t ^ 2) ^ 2 = (D - E) ^ 2 / 4 + t ^ 2 :=
    Real.sq_sqrt (by positivity)
  have habs : |(D - E) / 2| ≤ √((D - E) ^ 2 / 4 + t ^ 2) :=
    Real.abs_le_sqrt (by nlinarith [sq_nonneg t])
  obtain ⟨h1, h2⟩ := abs_le.mp habs
  refine ⟨by linarith, by linarith, ?_⟩
  linear_combination hs

/-- The lower level times `p ^ 2 + q ^ 2` bounds the two-level quadratic form from below, for all
real amplitudes `p`, `q`, normalised or not. -/
theorem lowerLevel_le_form (E D t p q : ℝ) :
    lowerLevel E D t * (p ^ 2 + q ^ 2) ≤ E * p ^ 2 + 2 * t * p * q + D * q ^ 2 := by
  obtain ⟨ha, hb, hab⟩ := lowerLevel_secular E D t
  generalize lowerLevel E D t = g at ha hb hab ⊢
  rcases ha.eq_or_lt with h | h
  · have ht : t = 0 := by
      have h0 : t ^ 2 = 0 := by rw [← hab, ← h, zero_mul]
      exact pow_eq_zero_iff two_ne_zero |>.mp h0
    have hE : E = g := by linarith
    rw [ht, hE]
    nlinarith [mul_nonneg hb (sq_nonneg q)]
  · -- complete the square after multiplying by the positive number `E - g`
    have hsq : (E - g) * (E * p ^ 2 + 2 * t * p * q + D * q ^ 2 - g * (p ^ 2 + q ^ 2))
        = ((E - g) * p + t * q) ^ 2 := by
      linear_combination q ^ 2 * hab
    have hn := (mul_nonneg_iff_of_pos_left h).mp (hsq ▸ sq_nonneg ((E - g) * p + t * q))
    linarith

/-- Some nonzero pair of amplitudes attains the lower level. -/
theorem lowerLevel_attained (E D t : ℝ) :
    ∃ p q : ℝ, 0 < p ^ 2 + q ^ 2 ∧
      E * p ^ 2 + 2 * t * p * q + D * q ^ 2 = lowerLevel E D t * (p ^ 2 + q ^ 2) := by
  obtain ⟨-, -, hab⟩ := lowerLevel_secular E D t
  generalize lowerLevel E D t = g at hab ⊢
  by_cases ht : t = 0
  · have h0 : (E - g) * (D - g) = 0 := by rw [hab, ht]; norm_num
    rcases mul_eq_zero.mp h0 with h | h
    · exact ⟨1, 0, by norm_num, by linear_combination h⟩
    · exact ⟨0, 1, by norm_num, by linear_combination h⟩
  · exact ⟨t, -(E - g), by positivity, by linear_combination (E - g) * hab⟩

/-- The variational principle for vectors of any length in `U`. -/
theorem IsLowestEnergy.mul_sq_le {H : F →ₗ[ℝ] F} {U : Submodule ℝ F} {ε : ℝ}
    (h : IsLowestEnergy H U ε) {x : F} (hx : x ∈ U) : ε * ‖x‖ ^ 2 ≤ ⟪x, H x⟫_ℝ := by
  by_cases h0 : x = 0
  · simp [h0]
  have hn : ‖x‖ ≠ 0 := norm_ne_zero_iff.mpr h0
  have h1 : ‖(‖x‖⁻¹ • x)‖ = 1 := by
    rw [norm_smul, norm_inv, norm_norm, inv_mul_cancel₀ hn]
  have h2 : ε ≤ ⟪‖x‖⁻¹ • x, H (‖x‖⁻¹ • x)⟫_ℝ := h.2 ⟨_, U.smul_mem _ hx, h1, rfl⟩
  rw [map_smul, real_inner_smul_left, real_inner_smul_right] at h2
  calc ε * ‖x‖ ^ 2 ≤ (‖x‖⁻¹ * (‖x‖⁻¹ * ⟪x, H x⟫_ℝ)) * ‖x‖ ^ 2 := by gcongr
    _ = ⟪x, H x⟫_ℝ := by field_simp

/-- Energy of a vector `v` corrected by an amount `c` of `w`, for symmetric `H`. -/
theorem energy_add_smul {H : F →ₗ[ℝ] F} (hH : H.IsSymmetric) (v w : F) (c : ℝ) :
    ⟪v + c • w, H (v + c • w)⟫_ℝ
      = ⟪v, H v⟫_ℝ + 2 * c * ⟪w, H v⟫_ℝ + c ^ 2 * ⟪w, H w⟫_ℝ := by
  have hs : ⟪v, H w⟫_ℝ = ⟪w, H v⟫_ℝ := by rw [← hH v w, real_inner_comm]
  rw [map_add, map_smul, inner_add_left, inner_add_right, inner_add_right,
    real_inner_smul_left, real_inner_smul_left, real_inner_smul_right,
    real_inner_smul_right, hs]
  ring

variable [FiniteDimensional ℝ F]

/-- On a finite-dimensional space, every nonzero subspace has a lowest energy. -/
theorem exists_lowestEnergy (H : F →ₗ[ℝ] F) {U : Submodule ℝ F} (hU : U ≠ ⊥) :
    ∃ ε, IsLowestEnergy H U ε := by
  have : ProperSpace F := FiniteDimensional.proper ℝ F
  obtain ⟨y, hy, hy0⟩ := U.ne_bot_iff.mp hU
  have hc : IsCompact (Metric.sphere (0 : F) 1 ∩ (U : Set F)) :=
    (isCompact_sphere (0 : F) 1).inter_right U.closed_of_finiteDimensional
  have hne : (Metric.sphere (0 : F) 1 ∩ (U : Set F)).Nonempty := by
    refine ⟨‖y‖⁻¹ • y, ?_, U.smul_mem _ hy⟩
    rw [mem_sphere_zero_iff_norm, norm_smul, norm_inv, norm_norm,
      inv_mul_cancel₀ (norm_ne_zero_iff.mpr hy0)]
  have hcont : Continuous fun x : F => ⟪x, H x⟫_ℝ :=
    continuous_id.inner H.continuous_of_finiteDimensional
  obtain ⟨x, ⟨hx1, hxU⟩, hmin⟩ := hc.exists_isMinOn hne hcont.continuousOn
  refine ⟨⟪x, H x⟫_ℝ, ⟨x, hxU, mem_sphere_zero_iff_norm.mp hx1, rfl⟩, ?_⟩
  rintro r ⟨z, hzU, hz1, rfl⟩
  exact hmin ⟨mem_sphere_zero_iff_norm.mpr hz1, hzU⟩

variable {H : F →ₗ[ℝ] F} {V : Submodule ℝ F} {u w : F} {E E' : ℝ}

/-- Let the symmetric `H` have lowest energy `E` on `V`, attained at the unit vector `u`.
Adding a unit wavelet `w` orthogonal to `V` gives a lowest energy `E'` between two lower levels,
one with the full coupling `‖P_V H w‖` and one with the coupling `⟪w, H u⟫`. -/
theorem enriched_energy_bounds (hH : H.IsSymmetric) (hE : IsLowestEnergy H V E)
    (huV : u ∈ V) (hu : ‖u‖ = 1) (huE : ⟪u, H u⟫_ℝ = E) (hwV : w ∈ Vᗮ) (hw : ‖w‖ = 1)
    (hE' : IsLowestEnergy H (V ⊔ Submodule.span ℝ {w}) E') :
    lowerLevel E ⟪w, H w⟫_ℝ ‖V.starProjection (H w)‖ ≤ E' ∧
      E' ≤ lowerLevel E ⟪w, H w⟫_ℝ ⟪w, H u⟫_ℝ := by
  have hnorm : ∀ v ∈ V, ∀ c : ℝ, ‖v + c • w‖ ^ 2 = ‖v‖ ^ 2 + c ^ 2 := by
    intro v hv c
    rw [norm_add_sq_real, real_inner_smul_right,
      Submodule.inner_right_of_mem_orthogonal hv hwV, norm_smul, hw, mul_one,
      Real.norm_eq_abs, sq_abs]
    ring
  constructor
  · -- split a minimizer into its part in `V` and its wavelet part
    obtain ⟨x, hx, hx1, hxE⟩ := hE'.1
    obtain ⟨v, hv, z, hz, rfl⟩ := Submodule.mem_sup.mp hx
    obtain ⟨c, rfl⟩ := Submodule.mem_span_singleton.mp hz
    have hone : ‖v‖ ^ 2 + c ^ 2 = 1 := by rw [← hnorm v hv c, hx1]; norm_num
    have hproj : ⟪w, H v⟫_ℝ = ⟪V.starProjection (H w), v⟫_ℝ := by
      have h := V.starProjection_inner_eq_zero (H w) v hv
      rw [inner_sub_left] at h
      rw [← hH w v]
      linarith
    have hcs : |⟪w, H v⟫_ℝ| ≤ ‖V.starProjection (H w)‖ * ‖v‖ := by
      rw [hproj]; exact abs_real_inner_le_norm _ _
    have hcross : -(|c| * (‖V.starProjection (H w)‖ * ‖v‖)) ≤ c * ⟪w, H v⟫_ℝ := by
      have h1 := neg_abs_le (c * ⟪w, H v⟫_ℝ)
      rw [abs_mul] at h1
      have h2 := mul_le_mul_of_nonneg_left hcs (abs_nonneg c)
      linarith
    have hform := lowerLevel_le_form E ⟪w, H w⟫_ℝ ‖V.starProjection (H w)‖ ‖v‖ (-|c|)
    rw [neg_sq, sq_abs, hone, mul_one] at hform
    have hvE := hE.mul_sq_le hv
    rw [energy_add_smul hH] at hxE
    linarith
  · -- the two-level ground state in the span of `u` and `w` is a trial vector
    obtain ⟨p, q, hpos, hpq⟩ := lowerLevel_attained E ⟪w, H w⟫_ℝ ⟪w, H u⟫_ℝ
    have hpu : p • u ∈ V := V.smul_mem p huV
    have hmem : p • u + q • w ∈ V ⊔ Submodule.span ℝ {w} :=
      Submodule.add_mem_sup hpu
        (Submodule.smul_mem _ q (Submodule.mem_span_singleton_self w))
    have hle := hE'.mul_sq_le hmem
    rw [hnorm _ hpu, energy_add_smul hH, map_smul, real_inner_smul_left,
      real_inner_smul_right, real_inner_smul_right, huE, norm_smul, hu, mul_one,
      Real.norm_eq_abs, sq_abs] at hle
    refine le_of_mul_le_mul_right ?_ hpos
    linarith

/-- In the same setting, if the projection of `H w` onto `V` is `⟪w, H u⟫ u`, then the
enriched energy equals the lower level with coupling `⟪w, H u⟫`. -/
theorem enriched_energy_eq (hH : H.IsSymmetric) (hE : IsLowestEnergy H V E)
    (huV : u ∈ V) (hu : ‖u‖ = 1) (huE : ⟪u, H u⟫_ℝ = E) (hwV : w ∈ Vᗮ) (hw : ‖w‖ = 1)
    (hE' : IsLowestEnergy H (V ⊔ Submodule.span ℝ {w}) E')
    (hP : V.starProjection (H w) = ⟪w, H u⟫_ℝ • u) :
    E' = lowerLevel E ⟪w, H w⟫_ℝ ⟪w, H u⟫_ℝ := by
  obtain ⟨h1, h2⟩ := enriched_energy_bounds hH hE huV hu huE hwV hw hE'
  rw [hP, norm_smul, hu, mul_one, Real.norm_eq_abs] at h1
  unfold lowerLevel at h1 h2 ⊢
  rw [sq_abs] at h1
  exact le_antisymm h2 h1

/-- In the same setting, if the wavelet energy `D = ⟪w, H w⟫` exceeds `E`, the energy gain
`E - E'` is at least `b² / (D - E + |b|)` with `b = ⟪w, H u⟫`, and at most
`‖P_V H w‖² / (D - E)`. -/
theorem energy_gain_bounds (hH : H.IsSymmetric) (hE : IsLowestEnergy H V E)
    (huV : u ∈ V) (hu : ‖u‖ = 1) (huE : ⟪u, H u⟫_ℝ = E) (hwV : w ∈ Vᗮ) (hw : ‖w‖ = 1)
    (hE' : IsLowestEnergy H (V ⊔ Submodule.span ℝ {w}) E') (hgap : E < ⟪w, H w⟫_ℝ) :
    ⟪w, H u⟫_ℝ ^ 2 / (⟪w, H w⟫_ℝ - E + |⟪w, H u⟫_ℝ|) ≤ E - E' ∧
      E - E' ≤ ‖V.starProjection (H w)‖ ^ 2 / (⟪w, H w⟫_ℝ - E) := by
  obtain ⟨h1, h2⟩ := enriched_energy_bounds hH hE huV hu huE hwV hw hE'
  have hd : 0 < ⟪w, H w⟫_ℝ - E := sub_pos.mpr hgap
  constructor
  · obtain ⟨ha, -, hab⟩ := lowerLevel_secular E ⟪w, H w⟫_ℝ ⟪w, H u⟫_ℝ
    generalize lowerLevel E ⟪w, H w⟫_ℝ ⟪w, H u⟫_ℝ = g at h2 ha hab
    generalize ⟪w, H u⟫_ℝ = b at hab ⊢
    -- the lowering never exceeds the coupling
    have hgb : E - g ≤ |b| := by
      refine le_trans (le_abs_self _) (sq_le_sq.mp ?_)
      nlinarith [mul_nonneg ha hd.le]
    have hden : 0 < ⟪w, H w⟫_ℝ - E + |b| := by positivity
    refine le_trans ((div_le_iff₀ hden).mpr ?_) (sub_le_sub_left h2 E)
    nlinarith [mul_nonneg ha (sub_nonneg.mpr hgb)]
  · obtain ⟨-, -, hab⟩ := lowerLevel_secular E ⟪w, H w⟫_ℝ ‖V.starProjection (H w)‖
    refine le_trans (sub_le_sub_left h1 E) ((le_div_iff₀ hd).mpr ?_)
    nlinarith [sq_nonneg (E - lowerLevel E ⟪w, H w⟫_ℝ ‖V.starProjection (H w)‖)]

end WaveletEnrichment
```

```lean
#print axioms WaveletEnrichment.exists_lowestEnergy
#print axioms WaveletEnrichment.enriched_energy_bounds
#print axioms WaveletEnrichment.enriched_energy_eq
#print axioms WaveletEnrichment.energy_gain_bounds
```

```
'WaveletEnrichment.exists_lowestEnergy' depends on axioms: [propext, Classical.choice, Quot.sound]
'WaveletEnrichment.enriched_energy_bounds' depends on axioms: [propext, Classical.choice, Quot.sound]
'WaveletEnrichment.enriched_energy_eq' depends on axioms: [propext, Classical.choice, Quot.sound]
'WaveletEnrichment.energy_gain_bounds' depends on axioms: [propext, Classical.choice, Quot.sound]
```

## The bracket on the new energy

Let \(H\) be the Hamiltonian, \(V\) the space spanned by the present basis, and \(E\) the lowest expectation value of \(H\) over unit vectors of \(V\), attained at the unit vector \(u\). Let \(w\) be a unit vector orthogonal to \(V\). Three numbers describe the candidate:

\[
D=\langle w,Hw\rangle,\qquad b=\langle w,Hu\rangle,\qquad B=\|P_VHw\|,
\]

where \(P_V\) is the orthogonal projection onto \(V\). They are the energy of the wavelet, its coupling to the present ground state, and its total coupling to \(V\). The lower level of a two-level system with diagonal energies \(E,D\) and coupling \(t\) is

\[
g(t)=\frac{E+D}{2}-\sqrt{\frac{(D-E)^2}{4}+t^2}.
\]

Writing \(E'\) for the lowest energy on the enlarged space \(V+\mathrm{span}\{w\}\), `enriched_energy_bounds` states

\[
g(B)\le E'\le g(b).
\]

The order of \(D\) and \(E\) does not matter here. If \(P_VHw=b\,u\), so that \(w\) couples to no direction of \(V\) perpendicular to \(u\), then `enriched_energy_eq` gives \(E'=g(b)\). If \(D>E\), `energy_gain_bounds` turns the bracket into simple fractions:

\[
\frac{b^2}{D-E+|b|}\;\le\;E-E'\;\le\;\frac{B^2}{D-E}.
\]

For a fixed finite symmetric matrix Hamiltonian, the right-hand side caps the energy gain from a candidate function with \(D>E\) that is added alone to the present basis, which makes it a possible criterion for adaptive refinement. It does not cap the share of that function in a gain from several functions added together, since these may also couple to each other.

## What the Lean objects stand for

The space `F` is a real inner-product space, assumed finite-dimensional in the main theorems. It can be read as the space of all functions that a finest discretisation can represent. `H` is a linear map, and `H.IsSymmetric` says that \(\langle Hx,y\rangle=\langle x,Hy\rangle\).

`IsLowestEnergy H U ε` says that `ε` is the least element of the set of expectation values over unit vectors of `U`. The value is therefore attained, and no unit vector of `U` lies below it. For symmetric \(H\) it is the lowest eigenvalue of the matrix of \(H\) in an orthonormal basis of `U`.

The hypotheses `huV`, `hu` and `huE` select a ground state `u` in `V`. If the lowest level on `V` is degenerate, \(b\) may depend on the selection, and the bounds hold for each one. The condition `hwV : w ∈ Vᗮ` is orthogonality to the whole of `V`, `V.starProjection` is \(P_V\), and `V ⊔ Submodule.span ℝ {w}` is the enlarged space. `lowerLevel E D t` is \(g(t)\) with its dependence on \(E\) and \(D\) written out.

The theorems take \(E'\) as given through `hE'`. Such a number exists by `exists_lowestEnergy`, since the enlarged space contains \(w\) and is not zero.

No scaling relation, locality or smoothness of wavelets enters, so `w` may be any unit vector orthogonal to `V`. Orthonormal wavelets meet this condition directly. For a non-orthogonal family, `w` has to be the normalised component of the new function perpendicular to `V`. The statement concerns one added function, the lowest level and a Hamiltonian that stays fixed; it does not treat complex Hermitian matrices, a self-consistent update of \(H\), or an unbounded operator on an infinite-dimensional space.

## The two-level problem

Put \(s=\sqrt{(D-E)^2/4+t^2}\) and \(g=g(t)\). Then

\[
E-g=s-\frac{D-E}{2},\qquad D-g=s+\frac{D-E}{2}.
\]

Both are nonnegative because \(s\ge|D-E|/2\), and their product is

\[
(E-g)(D-g)=s^2-\frac{(D-E)^2}{4}=t^2 .
\]

This is `lowerLevel_secular`. Its proof obtains the inequality for \(s\) from `Real.abs_le_sqrt` and the product from the square of the root, `hs`.

For real amplitudes \(p,q\), the energy measured from \(g\) is

\[
Q=(E-g)p^2+2tpq+(D-g)q^2 .
\]

Multiplying by \(E-g\) and using the secular equation completes the square:

\[
(E-g)\,Q=\big((E-g)p+tq\big)^2\ge0 .
\]

If \(E>g\), it follows that \(Q\ge0\). If \(E=g\), the secular equation forces \(t=0\), and \(Q=(D-g)q^2\ge0\). In both cases

\[
g\,(p^2+q^2)\le Ep^2+2tpq+Dq^2,
\]

which is `lowerLevel_le_form`; its two branches are these two cases.

Equality occurs for some nonzero pair, as `lowerLevel_attained` shows. For \(t\ne0\), take \(p=t\) and \(q=-(E-g)\):

\[
Q=(E-g)t^2-2(E-g)t^2+(D-g)(E-g)^2=0,
\]

because the last term equals \((E-g)t^2\). For \(t=0\), one of \(E-g\) and \(D-g\) vanishes, and \((1,0)\) or \((0,1)\) serves.

## The upper bound from a trial vector

Take a pair \((p,q)\) that attains \(g(b)\), and set \(y=pu+qw\). Since \(u\) and \(w\) are orthonormal, \(\|y\|^2=p^2+q^2\). Symmetry of \(H\) makes the two cross terms equal, so

\[
\langle y,Hy\rangle=Ep^2+2b\,pq+Dq^2=g(b)\,(p^2+q^2).
\]

The variational principle on the enlarged space gives \(E'\|y\|^2\le\langle y,Hy\rangle\), and division by \(p^2+q^2>0\) yields \(E'\le g(b)\).

In the file, `IsLowestEnergy.mul_sq_le` is the variational principle for vectors of any length, proved by normalising the vector. `energy_add_smul` expands the energy, and `hnorm` is the Pythagorean identity. The final division is `le_of_mul_le_mul_right`.

## The lower bound from a minimiser

Let \(x\) be a unit vector of the enlarged space with energy \(E'\). Write \(x=v+cw\) with \(v\in V\), so that \(\|v\|^2+c^2=1\) and

\[
E'=\langle v,Hv\rangle+2c\,\langle w,Hv\rangle+c^2D .
\]

The first term is at least \(E\|v\|^2\). For the second, symmetry and \(v\in V\) give \(\langle w,Hv\rangle=\langle Hw,v\rangle=\langle P_VHw,v\rangle\), and the Cauchy–Schwarz inequality bounds its magnitude by \(B\|v\|\). Hence

\[
E'\ge E\|v\|^2-2B\,\|v\|\,|c|+Dc^2 .
\]

The right-hand side is the two-level energy with coupling \(B\) and amplitudes \(p=\|v\|\), \(q=-|c|\). It is at least \(g(B)(\|v\|^2+c^2)=g(B)\).

The Lean proof takes the same route. The two `Submodule.mem_…` steps split the minimiser, `hproj` replaces \(Hw\) by its projection, `hcs` is Cauchy–Schwarz, and `hcross` bounds the cross term with its sign. `hform` applies the two-level bound at the amplitudes above, and `linarith` adds the inequalities.

## The exact case and the energy gain

If \(P_VHw=b\,u\), then \(B=|b|\). Since \(g\) depends on \(t\) only through \(t^2\), the two ends of the bracket coincide. In `enriched_energy_eq` this is the rewriting with `hP` and `sq_abs`, followed by `le_antisymm`.

For the gain, let \(D>E\) and \(a=E-g(t)\ge0\). Because \(D-g(t)=D-E+a\), the secular equation reads

\[
a\,(D-E)+a^2=t^2 .
\]

Dropping \(a^2\) gives \(a\le t^2/(D-E)\). With \(t=B\) and \(E-E'\le E-g(B)\), this is the upper estimate.

Dropping \(a(D-E)\) instead gives \(a\le|t|\), which is `hgb` in the file. Therefore

\[
t^2=a\,(D-E+a)\le a\,(D-E+|t|).
\]

With \(t=b\) and \(E-E'\ge E-g(b)\), division by the positive number \(D-E+|b|\) gives the lower estimate. The `nlinarith` calls in `energy_gain_bounds` carry out these steps from the listed products and squares.
